# The internal metric of a positive definite rotation-vibration metric is independent of the body frame

Take one rotation axis and one internal coordinate. With the centre of mass at rest, twice the kinetic energy at angular velocity $w$ and internal velocity $q$ is

$$Iw^2+2Cwq+gq^2=I\left(w+\frac{C}{I}q\right)^2+\left(g-\frac{C^2}{I}\right)q^2 ,\qquad I>0.$$

Replacing $w$ by $w+aq$ changes $C$ to $C+Ia$ and $g$ to $g+2aC+a^2I$. The square absorbs the shift, and the last coefficient stays the same:

$$g+2aC+a^2I-\frac{(C+Ia)^2}{I}=g-\frac{C^2}{I}.$$

The coupling vanishes only for $a=-C/I$. With several axes and coordinates the numbers become matrices, and the order of the factors matters.

## Energy and metric at one geometry

The finite types `r` and `n` label rotation axes and internal coordinates. Throughout, $q$ is a vector of velocities, not of coordinates.

```lean
import Mathlib

open Matrix

namespace RovibrationalMetric

noncomputable section

variable {r n : Type*}
```

At a fixed geometry, the inertia tensor $I$, the Coriolis block $C$ and the vibrational block $g$ are constant real matrices, assembled into

$$M=\begin{pmatrix}I&C\\C^T&g\end{pmatrix}.$$

```lean
/-- The full rotation-vibration metric, with inertia block `I`, Coriolis block `C` and
vibrational block `g`. -/
def metric (I : Matrix r r ℝ) (C : Matrix r n ℝ) (g : Matrix n n ℝ) :
    Matrix (r ⊕ n) (r ⊕ n) ℝ :=
  fromBlocks I C Cᵀ g
```

The kinetic energy, again with the centre of mass at rest, is $T(w,q)=\tfrac12\,(w^TIw+2w^TCq+q^Tgq)$. In Lean, `⬝ᵥ` is the dot product and `*ᵥ` applies a matrix to a vector.

```lean
variable [Fintype r] [Fintype n]

/-- The kinetic energy at angular velocity `w` and internal velocities `q`. -/
def kinetic (I : Matrix r r ℝ) (C : Matrix r n ℝ) (g : Matrix n n ℝ)
    (w : r → ℝ) (q : n → ℝ) : ℝ :=
  (1 / 2) * (w ⬝ᵥ I *ᵥ w + 2 * (w ⬝ᵥ C *ᵥ q) + q ⬝ᵥ g *ᵥ q)
```

## Changing the body frame

Let two body frames coincide at this geometry but turn at different rates as the nuclei move. The old angular velocity is then $w+Aq$, where $w$ is the new one. The Coriolis block should become $C+IA$,

```lean
/-- The Coriolis block after the change of body frame `w → w + A q`. -/
def shiftedCoriolis (I : Matrix r r ℝ) (C A : Matrix r n ℝ) : Matrix r n ℝ :=
  C + I * A
```

and the vibrational block $g+A^TC+C^TA+A^TIA$.

```lean
/-- The vibrational block after the change of body frame `w → w + A q`. -/
def shiftedVib (I : Matrix r r ℝ) (C : Matrix r n ℝ) (g : Matrix n n ℝ)
    (A : Matrix r n ℝ) : Matrix n n ℝ :=
  g + Aᵀ * C + Cᵀ * A + Aᵀ * I * A
```

That these are the right blocks follows from the energy. Besides the symmetry of $I$, the expansion uses the identity $x^TB^Ty=y^TBx$.

```lean
variable {I : Matrix r r ℝ} {C : Matrix r n ℝ} {g : Matrix n n ℝ}

/-- A coupling between two sets of velocities can be read from either side by transposing
its matrix. -/
theorem dot_transpose {m k : Type*} [Fintype m] [Fintype k]
    (B : Matrix m k ℝ) (x : k → ℝ) (y : m → ℝ) :
    x ⬝ᵥ Bᵀ *ᵥ y = y ⬝ᵥ B *ᵥ x := by
  rw [mulVec_transpose, dotProduct_comm, ← dotProduct_mulVec]
```

This identity merges the two off-diagonal terms of the full quadratic form, so that $(w,q)^TM(w,q)=2T(w,q)$. `Sum.elim w q` is the stacked vector.

```lean
/-- The quadratic form of the full metric is twice the kinetic energy. -/
theorem metric_quadratic (w : r → ℝ) (q : n → ℝ) :
    Sum.elim w q ⬝ᵥ metric I C g *ᵥ Sum.elim w q = 2 * kinetic I C g w q := by
  have hs : ∀ (a c : r → ℝ) (b d : n → ℝ),
      Sum.elim a b ⬝ᵥ Sum.elim c d = a ⬝ᵥ c + b ⬝ᵥ d := by
    intro a c b d
    simp [dotProduct]
  simp only [metric, kinetic, fromBlocks_mulVec, Sum.elim_comp_inl, Sum.elim_comp_inr]
  rw [hs, dotProduct_add, dotProduct_add, dot_transpose C q w]
  ring
```

For symmetric $I$, substitution gives

$$(w+Aq)^TI(w+Aq)=w^TIw+2w^TIAq+q^TA^TIAq,$$
$$2(w+Aq)^TCq=2w^TCq+q^T(A^TC+C^TA)q.$$

Adding $q^Tgq$ and collecting terms yields the shifted blocks. In Lean, `h1` to `h4` identify the transposed couplings, `simp only` expands both energies, and `linarith` collects the terms.

```lean
/-- For a symmetric inertia tensor, substituting `w + A q` for the angular velocity in the
kinetic energy replaces the Coriolis and vibrational blocks by the shifted ones. -/
theorem kinetic_frame_change (hI : Iᵀ = I) (A : Matrix r n ℝ) (w : r → ℝ) (q : n → ℝ) :
    kinetic I C g (w + A *ᵥ q) q =
      kinetic I (shiftedCoriolis I C A) (shiftedVib I C g A) w q := by
  have h1 := dot_transpose I (A *ᵥ q) w
  rw [hI] at h1
  have h2 := dot_transpose A q (C *ᵥ q)
  rw [dotProduct_comm (C *ᵥ q)] at h2
  have h3 := dot_transpose C q (A *ᵥ q)
  have h4 := dot_transpose A q (I *ᵥ A *ᵥ q)
  rw [dotProduct_comm (I *ᵥ A *ᵥ q)] at h4
  -- expand both energies into elementary couplings
  simp only [kinetic, shiftedCoriolis, shiftedVib, mulVec_add, add_mulVec, dotProduct_add,
    add_dotProduct, ← mulVec_mulVec]
  linarith
```

## What positivity supplies

The hypothesis `(metric I C g).PosDef` says that $M$ is symmetric and that every nonzero combination of velocities carries kinetic energy. It fails, for example, for a linear arrangement of point nuclei described with three rotation axes. A stacked vector is nonzero if either part is, hence $T>0$.

```lean
/-- With a positive definite metric, the kinetic energy is positive as soon as the angular
velocity or the internal velocity is nonzero. -/
theorem kinetic_pos (h : (metric I C g).PosDef) {w : r → ℝ} {q : n → ℝ}
    (hwq : w ≠ 0 ∨ q ≠ 0) : 0 < kinetic I C g w q := by
  have hv : Sum.elim w q ≠ 0 := by
    intro e
    rcases hwq with hw | hq
    · exact hw (funext fun i => congrFun e (Sum.inl i))
    · exact hq (funext fun i => congrFun e (Sum.inr i))
  have p := h.dotProduct_mulVec_pos hv
  rw [star_trivial, metric_quadratic] at p
  linarith
```

Setting $q=0$ leaves $\tfrac12w^TIw>0$ for $w\ne0$. Symmetry of $I$ is read off from the entries of $M$.

```lean
/-- The inertia block of a positive definite rotation-vibration metric is itself positive
definite. -/
theorem inertia_posDef (h : (metric I C g).PosDef) : I.PosDef := by
  refine Matrix.posDef_iff_dotProduct_mulVec.mpr ⟨?_, ?_⟩
  · exact Matrix.IsHermitian.ext fun i j => by
      simpa [metric] using h.isHermitian.apply (Sum.inl i) (Sum.inl j)
  · intro x hx
    -- a purely rotational motion
    have p := kinetic_pos h (w := x) (q := 0) (Or.inl hx)
    simp only [kinetic, mulVec_zero, dotProduct_zero] at p
    rw [star_trivial]
    linarith
```

So $I$ is invertible, and the internal metric is $G=g-C^TI^{-1}C$.

```lean
variable [DecidableEq r]

/-- The internal metric `g - Cᵀ I⁻¹ C`, for an invertible inertia tensor `I`. -/
def internalMetric (I : Matrix r r ℝ) (C : Matrix r n ℝ) (g : Matrix n n ℝ) :
    Matrix n n ℝ :=
  g - Cᵀ * I⁻¹ * C
```

## Invariance and the Coriolis-free frame

Since $I^{-1}(C+IA)=I^{-1}C+A$,

$$(C+IA)^TI^{-1}(C+IA)=C^TI^{-1}C+C^TA+A^TC+A^TIA.$$

The last three terms are exactly those added to $g$, so they cancel in $G$. If $C+IA=0$, the first identity gives $A=-I^{-1}C$; conversely, this $A$ gives $C-C=0$.

Mathlib defines `I⁻¹` for every square matrix, so writing it proves nothing about invertibility. The cancellation lemmas `nonsing_inv_mul` and `mul_nonsing_inv` therefore ask for a proof that the determinant is a unit. Positivity provides it: `hP.det_pos` gives $\det I>0$, which `.ne'.isUnit` turns into `hdet`. The identities `h1` and `h2` then carry both halves of the theorem.

```lean
/-- For a positive definite rotation-vibration metric, every change of body frame of the form
`w → w + A q`, with `A` a real matrix, leaves the internal metric unchanged, and the Coriolis block
vanishes in the new frame exactly when `A = -I⁻¹ C`. -/
theorem frame_independence (h : (metric I C g).PosDef) (A : Matrix r n ℝ) :
    internalMetric I (shiftedCoriolis I C A) (shiftedVib I C g A) = internalMetric I C g ∧
      (shiftedCoriolis I C A = 0 ↔ A = -(I⁻¹ * C)) := by
  have hP := inertia_posDef h
  have hdet : IsUnit I.det := hP.det_pos.ne'.isUnit
  have hI : Iᵀ = I := by
    rw [← conjTranspose_eq_transpose_of_trivial]
    exact hP.isHermitian.eq
  have h1 : I⁻¹ * (C + I * A) = I⁻¹ * C + A := by
    rw [Matrix.mul_add, ← Matrix.mul_assoc, nonsing_inv_mul _ hdet, Matrix.one_mul]
  have h2 : I * (I⁻¹ * C) = C := by
    rw [← Matrix.mul_assoc, mul_nonsing_inv _ hdet, Matrix.one_mul]
  constructor
  · -- the Coriolis correction grows by exactly the terms added to the vibrational block
    have e : (C + I * A)ᵀ * I⁻¹ * (C + I * A) =
        Cᵀ * I⁻¹ * C + Cᵀ * A + Aᵀ * C + Aᵀ * I * A := by
      rw [Matrix.mul_assoc (C + I * A)ᵀ I⁻¹, h1, transpose_add, transpose_mul, hI,
        Matrix.add_mul, Matrix.mul_add, Matrix.mul_add, Matrix.mul_assoc Aᵀ I (I⁻¹ * C), h2,
        ← Matrix.mul_assoc Cᵀ]
      abel
    simp only [internalMetric, shiftedCoriolis, shiftedVib]
    rw [e]
    abel
  · unfold shiftedCoriolis
    constructor
    · intro h0
      rw [h0, Matrix.mul_zero] at h1
      exact (neg_eq_of_add_eq_zero_right h1.symm).symm
    · intro hA
      rw [hA, Matrix.mul_neg, h2, add_neg_cancel]
```

In the frame with $A=-I^{-1}C$ the Coriolis correction is zero, so invariance makes the vibrational block equal to $G$.

```lean
/-- For a positive definite metric, the vibrational block in the frame with `A = -I⁻¹ C` is
the internal metric. -/
theorem vib_coriolis_free (h : (metric I C g).PosDef) :
    shiftedVib I C g (-(I⁻¹ * C)) = internalMetric I C g := by
  obtain ⟨hG, hC⟩ := frame_independence h (-(I⁻¹ * C))
  rw [hC.mpr rfl] at hG
  rw [← hG]
  simp [internalMetric]
```

## The internal energy as a minimum

In that frame the angular velocity is $u=w+I^{-1}Cq$, and the energy splits:

$$T(w,q)=\tfrac12u^TIu+\tfrac12q^TGq.$$

Lean obtains this by applying the frame change at $u$.

```lean
/-- For a positive definite metric, the kinetic energy is a rotational energy at the shifted
angular velocity `w + I⁻¹ C q` plus the energy of the internal metric. -/
theorem kinetic_split (h : (metric I C g).PosDef) (w : r → ℝ) (q : n → ℝ) :
    kinetic I C g w q =
      (1 / 2) * ((w + (I⁻¹ * C) *ᵥ q) ⬝ᵥ I *ᵥ (w + (I⁻¹ * C) *ᵥ q)) +
        (1 / 2) * (q ⬝ᵥ internalMetric I C g *ᵥ q) := by
  have hI : Iᵀ = I := by
    rw [← conjTranspose_eq_transpose_of_trivial]
    exact (inertia_posDef h).isHermitian.eq
  have k := kinetic_frame_change (C := C) (g := g) hI (-(I⁻¹ * C))
    (w + (I⁻¹ * C) *ᵥ q) q
  have hw : w + (I⁻¹ * C) *ᵥ q + (-(I⁻¹ * C)) *ᵥ q = w := by
    rw [neg_mulVec]
    abel
  rw [hw, (frame_independence h _).2.mpr rfl, vib_coriolis_free h] at k
  rw [k]
  simp only [kinetic, zero_mulVec, dotProduct_zero]
  ring
```

The first term is positive unless $u=0$. Hence $\tfrac12q^TGq$ is the least kinetic energy at given $q$, reached only at $w=-I^{-1}Cq$. The proof separates the cases $u=0$ and $u\neq0$.

```lean
/-- For a positive definite metric and given internal velocities, the energy of the internal
metric is the least kinetic energy, reached only at the angular velocity `-I⁻¹ C q`. -/
theorem internal_energy_minimal (h : (metric I C g).PosDef) (w : r → ℝ) (q : n → ℝ) :
    (1 / 2) * (q ⬝ᵥ internalMetric I C g *ᵥ q) ≤ kinetic I C g w q ∧
      (kinetic I C g w q = (1 / 2) * (q ⬝ᵥ internalMetric I C g *ᵥ q) ↔
        w = -((I⁻¹ * C) *ᵥ q)) := by
  have hs := kinetic_split h w q
  by_cases hu : w + (I⁻¹ * C) *ᵥ q = 0
  · rw [hu] at hs
    simp only [mulVec_zero, dotProduct_zero, mul_zero, zero_add] at hs
    exact ⟨hs.ge, fun _ => eq_neg_of_add_eq_zero_left hu, fun _ => hs⟩
  · -- a nonzero shifted angular velocity costs energy
    have p := (inertia_posDef h).dotProduct_mulVec_pos hu
    rw [star_trivial] at p
    refine ⟨by linarith, fun e => ?_, fun e => ?_⟩
    · exfalso
      linarith
    · exact (hu (by rw [e, neg_add_cancel])).elim
```

In this classical model at one geometry, the minimum is the motion with zero angular momentum, $Iw+Cq=0$, so $G$ is the metric for vibration at zero angular momentum. The angular velocity $w=-I^{-1}Cq$ of that motion need not be zero. Whether the matrices $A$ chosen at neighbouring geometries fit together into one body frame is a separate question.

Finally, for $q\ne0$ the energy at the minimising $w$ is still positive, which gives $q^TGq>0$.

```lean
/-- The internal metric of a positive definite rotation-vibration metric gives a positive
energy to every nonzero internal velocity. -/
theorem internalMetric_pos (h : (metric I C g).PosDef) {q : n → ℝ} (hq : q ≠ 0) :
    0 < q ⬝ᵥ internalMetric I C g *ᵥ q := by
  have p := kinetic_pos h (w := -((I⁻¹ * C) *ᵥ q)) (Or.inr hq)
  rw [(internal_energy_minimal h _ q).2.mpr rfl] at p
  linarith

end

end RovibrationalMetric
```

```lean
#print axioms RovibrationalMetric.frame_independence
#print axioms RovibrationalMetric.internalMetric_pos
```

```
'RovibrationalMetric.frame_independence' depends on axioms: [propext, Classical.choice, Quot.sound]
'RovibrationalMetric.internalMetric_pos' depends on axioms: [propext, Classical.choice, Quot.sound]
```
